# Energy above hull does not depend on the reference energies

A formal statement about the convex hull must first fix what the hull energy is. A code may read it off the lower facets of a geometric hull or obtain it from a linear program. Here it is the infimum of the energies of all mixtures that have the required average composition. This definition needs no facets and no general position, and it allows several phases to share a composition.

## The identity

Let $i$ run over a finite set of phases and $j$ over the components. Phase $i$ has composition vector $x_i$, with entries $x_{ij}$, and energy $E_i$. A mixture at composition $c$ is a family of phase fractions $w_i$ with

$$w_i \ge 0,\qquad \sum_i w_i = 1,\qquad \sum_i w_i x_{ij} = c_j \ \text{ for every } j.$$

Write $M(c)$ for the set of these mixtures, and call $c$ attainable if $M(c)$ is not empty. The hull energy and the energy above hull of phase $k$ are

$$H_E(c) = \inf_{w\in M(c)} \sum_i w_i E_i,\qquad \Delta_k(E) = E_k - H_E(x_k).$$

For a vector $a$ and a number $b$, put $E'_i = E_i + \langle a,x_i\rangle + b$. Then, at every attainable $c$,

$$H_{E'}(c) = H_E(c) + \langle a,c\rangle + b, \qquad\text{and}\qquad \Delta_k(E') = \Delta_k(E)\ \text{ for every } k.$$

## Where a code relies on it

A phase-stability code that works with a finite list of phases at fixed energies may take total energies per atom or formation energies per atom as input, and the energies above hull agree in exact arithmetic. The same holds if the energy zero of each element is moved, provided that every phase, including any element that the code adds by itself, is treated with the same set of reference values. This gives a cheap regression check: add a random affine function of composition to all energies and compare the results up to rounding.

A correction applied to selected phases is another matter. Take a binary system with phases at fractions $0$, $1/2$ and $1$ of the second element and energies $0$, $-0.2$ and $0$ eV per atom. The middle phase lies on the hull. Raise its energy alone by $0.3$ eV per atom, and it lies $0.1$ eV per atom above the hull. The shift is not affine in composition, and the invariance fails.

## Derivation

**Lower bound.** The fractions are nonnegative and sum to one, so $0\le w_i\le 1$. Hence $w_iE_i \ge -w_i|E_i| \ge -|E_i|$, and every mixture energy is at least $-\sum_i|E_i|$. At an attainable composition the infimum is therefore a real number.

**Average of the shift.** For $w\in M(c)$,

$$\sum_i w_i\bigl(\langle a,x_i\rangle+b\bigr) = \sum_j a_j\sum_i w_i x_{ij} + b\sum_i w_i = \langle a,c\rangle+b =: s.$$

The value $s$ is the same for all mixtures at $c$, so $\sum_i w_iE'_i = \sum_i w_iE_i + s$.

**Shift of the infimum.** For every $w\in M(c)$ we have $H_{E'}(c)\le \sum_i w_iE_i+s$. Thus $H_{E'}(c)-s$ is a lower bound for the old mixture energies, and $H_{E'}(c)-s\le H_E(c)$. Likewise $H_E(c)+s\le\sum_i w_iE'_i$ for every $w$, so $H_E(c)+s\le H_{E'}(c)$. The two inequalities give $H_{E'}(c)=H_E(c)+s$.

**Energy above hull.** The composition $x_k$ is attainable, because the pure phase $w_i=\delta_{ik}$ is a mixture there. With $s=\langle a,x_k\rangle+b$,

$$\Delta_k(E') = E_k+s-\bigl(H_E(x_k)+s\bigr)=\Delta_k(E).$$

Formation energies relative to elemental energies $\mu_j$ are the case $a=-\mu$, $b=0$.

**Which shifts are harmless for all energies?** Let $d_i$ be any shift that preserves every $\Delta_k$ for every choice of $E$, and let $w\in M(x_k)$. If all energies are zero, so is the hull energy. Invariance at $E=0$ then gives $d_k=H_d(x_k)\le\sum_i w_id_i$. At $E=-d$ the shifted energies vanish, so $-d_k=H_{-d}(x_k)\le-\sum_i w_id_i$. Together, $\sum_i w_id_i=d_k$. Conversely, if this balance holds for every $k$ and every $w\in M(x_k)$, the infimum argument with $s=d_k$ gives invariance.

**Zero energy above hull.** If $\Delta_k=0$, then $E_k=H_E(x_k)$ is at most every mixture energy at $x_k$. If $E_k$ is at most every such energy, then $E_k\le H_E(x_k)$, while the pure phase gives $H_E(x_k)\le E_k$. Hence $\Delta_k=0$.

## The Lean file

```lean
import Mathlib

open Matrix

namespace ConvexHullReference

noncomputable section

variable {ι κ : Type*} [Fintype ι]

/-- The phase fractions `w` are nonnegative, sum to one, and give the average composition `c`. -/
def IsMixture (x : ι → κ → ℝ) (c : κ → ℝ) (w : ι → ℝ) : Prop :=
  (∀ i, 0 ≤ w i) ∧ ∑ i, w i = 1 ∧ ∀ j, ∑ i, w i * x i j = c j

/-- The hull energy at composition `c`: the infimum of the energies of all mixtures of phases
with that average composition. -/
def hullEnergy (x : ι → κ → ℝ) (E : ι → ℝ) (c : κ → ℝ) : ℝ :=
  sInf {e | ∃ w, IsMixture x c w ∧ e = ∑ i, w i * E i}

/-- The energy above hull of phase `k`: its energy minus the hull energy at its composition. -/
def aboveHull (x : ι → κ → ℝ) (E : ι → ℝ) (k : ι) : ℝ :=
  E k - hullEnergy x E (x k)

/-- A pure phase is a mixture at its own composition. -/
theorem pure_isMixture [DecidableEq ι] (x : ι → κ → ℝ) (k : ι) :
    IsMixture x (x k) (fun i => if i = k then 1 else 0) := by
  refine ⟨fun i => ?_, ?_, fun j => ?_⟩
  · by_cases h : i = k <;> simp [h]
  · simp
  · simp [ite_mul]

/-- The hull energy is at most the energy of any mixture with the given composition. -/
theorem hullEnergy_le {x : ι → κ → ℝ} (E : ι → ℝ) {c : κ → ℝ} {w : ι → ℝ}
    (hw : IsMixture x c w) : hullEnergy x E c ≤ ∑ i, w i * E i := by
  refine csInf_le ⟨-∑ i, |E i|, ?_⟩ ⟨w, hw, rfl⟩
  -- finitely many phases: mixture energies are bounded below
  rintro _ ⟨v, hv, rfl⟩
  rw [← Finset.sum_neg_distrib]
  refine Finset.sum_le_sum fun i _ => ?_
  have h1 : v i ≤ ∑ j, v j :=
    Finset.single_le_sum (f := v) (fun j _ => hv.1 j) (Finset.mem_univ i)
  rw [hv.2.1] at h1
  have h2 : 0 ≤ E i + |E i| := by linarith [neg_abs_le (E i)]
  nlinarith [mul_nonneg (hv.1 i) h2, mul_nonneg (sub_nonneg.2 h1) (abs_nonneg (E i))]

/-- At an attainable composition, a number below all mixture energies is below the hull energy. -/
theorem le_hullEnergy {x : ι → κ → ℝ} (E : ι → ℝ) {c : κ → ℝ} {m : ℝ}
    (hc : ∃ w, IsMixture x c w) (h : ∀ w, IsMixture x c w → m ≤ ∑ i, w i * E i) :
    m ≤ hullEnergy x E c := by
  obtain ⟨w, hw⟩ := hc
  refine le_csInf ⟨_, w, hw, rfl⟩ ?_
  rintro _ ⟨v, hv, rfl⟩
  exact h v hv

/-- If an energy shift `d` has the same average `s` in every mixture at an attainable
composition, the hull energy there shifts by `s`. -/
theorem hullEnergy_add {x : ι → κ → ℝ} (E d : ι → ℝ) {c : κ → ℝ} {s : ℝ}
    (hc : ∃ w, IsMixture x c w) (hd : ∀ w, IsMixture x c w → ∑ i, w i * d i = s) :
    hullEnergy x (fun i => E i + d i) c = hullEnergy x E c + s := by
  have key : ∀ w, IsMixture x c w →
      ∑ i, w i * (E i + d i) = ∑ i, w i * E i + s := by
    intro w hw
    simp only [mul_add, Finset.sum_add_distrib, hd w hw]
  apply le_antisymm
  · have h : hullEnergy x (fun i => E i + d i) c - s ≤ hullEnergy x E c := by
      refine le_hullEnergy E hc fun w hw => ?_
      have h1 : hullEnergy x (fun i => E i + d i) c ≤ ∑ i, w i * E i + s :=
        (hullEnergy_le _ hw).trans_eq (key w hw)
      linarith
    linarith
  · exact le_hullEnergy _ hc fun w hw =>
      (add_le_add (hullEnergy_le E hw) le_rfl).trans_eq (key w hw).symm

/-- Adding `⟨a, x_i⟩ + b` to the energy of every phase shifts the hull energy at each attainable
composition `c` by `⟨a, c⟩ + b`. -/
theorem hullEnergy_reference [Fintype κ] (x : ι → κ → ℝ) (E : ι → ℝ) (a : κ → ℝ) (b : ℝ)
    {c : κ → ℝ} (hc : ∃ w, IsMixture x c w) :
    hullEnergy x (fun i => E i + (a ⬝ᵥ x i + b)) c = hullEnergy x E c + (a ⬝ᵥ c + b) := by
  refine hullEnergy_add E (fun i => a ⬝ᵥ x i + b) hc fun w hw => ?_
  -- composition balance fixes the average of the linear part
  have h : ∑ i, w i * (a ⬝ᵥ x i) = a ⬝ᵥ c := by
    simp only [dotProduct, Finset.mul_sum]
    rw [Finset.sum_comm]
    refine Finset.sum_congr rfl fun j _ => ?_
    rw [← hw.2.2 j, Finset.mul_sum]
    exact Finset.sum_congr rfl fun i _ => by ring
  simp only [mul_add, Finset.sum_add_distrib]
  rw [h, ← Finset.sum_mul, hw.2.1, one_mul]

/-- Reference independence: adding `⟨a, x_i⟩ + b` to the energy of every phase leaves the energy
above hull of each phase unchanged. -/
theorem aboveHull_reference [Fintype κ] (x : ι → κ → ℝ) (E : ι → ℝ) (a : κ → ℝ) (b : ℝ)
    (k : ι) : aboveHull x (fun i => E i + (a ⬝ᵥ x i + b)) k = aboveHull x E k := by
  classical
  simp only [aboveHull]
  rw [hullEnergy_reference x E a b ⟨_, pure_isMixture x k⟩]
  ring

/-- Total energies and formation energies relative to elemental reference energies `μ` give the
same energy above hull. -/
theorem aboveHull_formation [Fintype κ] (x : ι → κ → ℝ) (E : ι → ℝ) (μ : κ → ℝ) (k : ι) :
    aboveHull x (fun i => E i - μ ⬝ᵥ x i) k = aboveHull x E k := by
  simpa [sub_eq_add_neg] using aboveHull_reference x E (-μ) 0 k

/-- A shift `d` of the phase energies preserves all energies above hull, whatever the energies
`E`, exactly when `d` balances in every decomposition of every phase into a mixture. -/
theorem aboveHull_invariant_iff (x : ι → κ → ℝ) (d : ι → ℝ) :
    (∀ (E : ι → ℝ) (k : ι), aboveHull x (fun i => E i + d i) k = aboveHull x E k) ↔
      ∀ (k : ι) (w : ι → ℝ), IsMixture x (x k) w → ∑ i, w i * d i = d k := by
  classical
  constructor
  · intro h k w hw
    have hz : hullEnergy x (fun _ => (0 : ℝ)) (x k) = 0 :=
      le_antisymm (by simpa using hullEnergy_le (fun _ => (0 : ℝ)) hw)
        (le_hullEnergy _ ⟨w, hw⟩ fun v _ => by simp)
    -- test the invariance on E = 0 and on E = -d
    have h1 := h (fun _ => 0) k
    have h2 := h (fun i => -d i) k
    simp only [aboveHull, zero_add, hz] at h1
    simp only [aboveHull, neg_add_cancel, hz] at h2
    have l1 := hullEnergy_le d hw
    have l2 := hullEnergy_le (fun i => -d i) hw
    simp only [mul_neg, Finset.sum_neg_distrib] at l2
    linarith
  · intro h E k
    simp only [aboveHull]
    rw [hullEnergy_add E d ⟨_, pure_isMixture x k⟩ (h k)]
    ring

/-- A phase has zero energy above hull exactly when no mixture of the same composition has lower
energy. -/
theorem aboveHull_eq_zero_iff (x : ι → κ → ℝ) (E : ι → ℝ) (k : ι) :
    aboveHull x E k = 0 ↔ ∀ w, IsMixture x (x k) w → E k ≤ ∑ i, w i * E i := by
  classical
  constructor
  · intro h w hw
    have h1 := hullEnergy_le E hw
    unfold aboveHull at h
    linarith
  · intro h
    have h1 := le_hullEnergy E ⟨_, pure_isMixture x k⟩ h
    -- the pure phase itself bounds the hull energy from above
    have h2 : hullEnergy x E (x k) ≤ E k := by
      simpa [ite_mul] using hullEnergy_le E (pure_isMixture x k)
    unfold aboveHull
    linarith

end

end ConvexHullReference
```

```lean
#print axioms ConvexHullReference.aboveHull_reference
-- 'ConvexHullReference.aboveHull_reference' depends on axioms: [propext, Classical.choice, Quot.sound]
#print axioms ConvexHullReference.aboveHull_formation
-- 'ConvexHullReference.aboveHull_formation' depends on axioms: [propext, Classical.choice, Quot.sound]
#print axioms ConvexHullReference.aboveHull_invariant_iff
-- 'ConvexHullReference.aboveHull_invariant_iff' depends on axioms: [propext, Classical.choice, Quot.sound]
#print axioms ConvexHullReference.aboveHull_eq_zero_iff
-- 'ConvexHullReference.aboveHull_eq_zero_iff' depends on axioms: [propext, Classical.choice, Quot.sound]
```

## Reading the statements

The type `ι` labels the phases and `κ` the components. The functions `x` and `E` hold compositions and energies, so `x i j` is $x_{ij}$. `IsMixture x c w` says $w\in M(c)$, `hullEnergy x E c` is $H_E(c)$, and `aboveHull x E k` is $\Delta_k(E)$. The expression `a ⬝ᵥ x i` is $\langle a,x_i\rangle$.

`hullEnergy_reference` is the shift of the hull energy, with attainability as its hypothesis `hc`. `aboveHull_reference` is the invariance and needs no such hypothesis. `aboveHull_formation` treats formation energies, `aboveHull_invariant_iff` characterises the harmless shifts, and `aboveHull_eq_zero_iff` describes the phases on the hull.

Without `hc` the shift formula can fail. Take one phase at composition $0$, and set $c=1$, $a=0$, $b=1$. There is no mixture at $c$, Lean gives the infimum of the empty set of reals the value $0$, and the formula would read $0=1$. One could instead let the hull energy take values in the extended reals, where an empty infimum is $+\infty$. The shift formula would then hold at every $c$, but differences of energies would need more care.

## How the proof runs

`hullEnergy_le` contains the lower bound $-\sum_i|E_i|$ and concludes that the hull energy is at most any mixture energy. Its final `nlinarith` combines $w_i(E_i+|E_i|)\ge0$ with $(1-w_i)|E_i|\ge0$. `le_hullEnergy` is the opposite rule: at an attainable composition, a common lower bound of the mixture energies is at most the hull energy.

In `hullEnergy_add`, `key` shifts each mixture energy by $s$, and `le_antisymm` splits the equality into the two inequalities derived above. `hullEnergy_reference` supplies the average of the affine shift; there `Finset.sum_comm` exchanges the sums over phases and components. `pure_isMixture` then makes $x_k$ attainable in `aboveHull_reference`. In `aboveHull_invariant_iff`, `h1` and `h2` are the tests at $E=0$ and $E=-d$, and `linarith` joins the two resulting inequalities.

The pair `hullEnergy_le` and `le_hullEnergy` is a pattern worth reusing. Once an infimum has one lemma for each direction, later proofs can work with inequalities and need not unfold `sInf` or repeat the boundedness argument.

## Limits for use in a code

- **Normalisation.** The $w_i$ average both energy and composition. For the usual hull, $E_i$ is an energy per atom and $x_i$ a vector of atomic fractions. Energies and atom counts per formula unit would satisfy the same theorem but describe a different hull. The file does not require the entries of $x_i$ to be nonnegative or to sum to one.
- **Competing phases.** Phase $k$ belongs to the set that defines its own hull. A decomposition energy computed with phase $k$ left out is a different quantity and can be negative.
- **Physics.** The energies are given numbers. Mixing entropy, interfaces and phases missing from the list do not enter, so zero energy above hull means stability only against mixtures of the listed phases.
- **Arithmetic.** The theorems concern real numbers. Rounding, solver tolerances and the correctness of a particular hull routine remain to be checked separately.
